# The Trotterised trace of finitely many spins in a transverse field as a sum over periodic classical configurations

A basis state of the spins is represented here by a function from sites to `Bool`, and an operator by a real matrix whose rows and columns are labelled by such functions. The state space is therefore not built as a tensor product. In return, the $\sigma^z$ basis states of the quantum problem are the same objects as the classical configurations of one time slice.

The Hamiltonian is $H = E(s) - \Gamma\sum_i \sigma^x_i$ on $N$ sites, where $E$ is any real function of the configuration $s$. For an imaginary-time step $\tau>0$ and a field $\Gamma>0$, set $x = \tau\Gamma$ and
$$T = e^{-\tau E}\,e^{x\sum_i\sigma^x_i},\qquad K = -\tfrac12\ln\tanh x,\qquad A = \sqrt{\tfrac12\sinh 2x}.$$
Write $c_l$ for the configuration on slice $l = 0,\dots,L-1$ and $c_{l,i}=\pm1$ for its spin values, with $l+1$ taken modulo $L$. For every $L\ge1$,
$$\operatorname{Tr} T^L = A^{NL}\sum_{c}\exp\Big(-\tau\sum_l E(c_l) + K\sum_{l,i}c_{l,i}\,c_{l+1,i}\Big).$$

This is exact at finite $L$, but it concerns the Trotter product. The quantum partition function at inverse temperature $L\tau$ is $\operatorname{Tr} e^{-L\tau H}$. In general $T$ differs from $e^{-\tau H}$, and neither the size of that error nor the limit $L\to\infty$ is treated. For quantum Monte Carlo, the identity turns the Trotterised trace of a finite spin system with diagonal energy and uniform transverse field into a sum of positive weights, which can be sampled.

## Spins, time step and classical weight

The sites form an arbitrary finite type `ι`, so $N$ is `Fintype.card ι`. No lattice geometry or range of interaction is assumed.

```lean
import Mathlib

open Matrix

namespace TransverseIsingWorldLines

noncomputable section

variable {ι : Type*} [Fintype ι] [DecidableEq ι]
```

The two Boolean values stand for $s_i = +1$ and $s_i = -1$.

```lean
/-- The value `+1` or `-1` of a classical spin. -/
def spin (b : Bool) : ℝ := if b then 1 else -1
```

Let $F_i s$ be the configuration $s$ with spin $i$ reversed.

```lean
/-- The configuration `s` with the spin at site `i` reversed. -/
def flipSpin (i : ι) (s : ι → Bool) : ι → Bool := fun k => if k = i then !s k else s k
```

The Pauli matrix has elements $(\sigma^x_i)_{s,s'} = 1$ if $s' = F_i s$, and $0$ otherwise.

```lean
/-- The Pauli matrix `σx` at site `i`, acting on the states of all spins. -/
def sigmaX (i : ι) : Matrix (ι → Bool) (ι → Bool) ℝ :=
  Matrix.of fun s s' => if s' = flipSpin i s then 1 else 0
```

One Trotter step is the matrix $T$ as above, with true matrix exponentials. Lean keeps $\tau$ and $x$ as independent parameters: $\tau$ may be any real number, and the physical case is $x=\tau\Gamma$.

```lean
/-- One Trotter step: the exponential of `-τE` times that of the transverse field, with `x` the
product of time step and field strength. -/
def trotterStep (E : (ι → Bool) → ℝ) (τ x : ℝ) : Matrix (ι → Bool) (ι → Bool) ℝ :=
  NormedSpace.exp ((-τ) • Matrix.diagonal E) * NormedSpace.exp (x • ∑ i, sigmaX i)
```

The coupling $K$ links the same spin on neighbouring slices. The theorems that involve $K$ assume $x>0$, a nonzero field whose sign makes all off-diagonal elements of $T$ non-negative; this makes $K$ a real coupling.

```lean
/-- The classical coupling `K` along imaginary time, for `x > 0`. -/
def coupling (x : ℝ) : ℝ := -(1 / 2) * Real.log (Real.tanh x)
```

The amplitude $A$ carries the normalisation of one site in one slice.

```lean
/-- The prefactor `A` per site and time slice, for `x > 0`. -/
def amplitude (x : ℝ) : ℝ := Real.sqrt (Real.sinh (2 * x) / 2)
```

The classical weight $W(c)$ is the exponential in the sum above. Addition in `Fin L` is cyclic, which closes the world lines, and `NeZero L` says that $L\ge1$. For $L=1$ each spin is bonded to itself; for $L=2$ two bonds join the same pair of spins.

```lean
/-- The classical Boltzmann weight of a time-periodic configuration of `L` slices. -/
def worldLineWeight (E : (ι → Bool) → ℝ) (τ x : ℝ) {L : ℕ} [NeZero L]
    (c : Fin L → ι → Bool) : ℝ :=
  Real.exp (-τ * ∑ l, E (c l) + coupling x * ∑ l, ∑ i, spin (c l i) * spin (c (l + 1) i))
```

## Matrix elements of the field

Multiplication by $\sigma^x_i$ from the left leaves one term of the matrix product:
$$(\sigma^x_i M)_{s,s'} = \sum_r(\sigma^x_i)_{s,r}M_{r,s'} = M_{F_i s,\,s'}.$$

```lean
/-- Acting with `σx` at site `i` reverses that spin in the row index. -/
theorem sigmaX_mul_apply (i : ι) (M : Matrix (ι → Bool) (ι → Bool) ℝ) (s s' : ι → Bool) :
    (sigmaX i * M) s s' = M (flipSpin i s) s' := by
  simp [sigmaX, Matrix.mul_apply]
```

Reversing a spin twice restores it, $F_iF_is=s$, and the order of two reversals is irrelevant, $F_jF_is=F_iF_js$. Hence $(\sigma^x_i)^2=1$ and $\sigma^x_i\sigma^x_j=\sigma^x_j\sigma^x_i$. Lean compares the matrices entry by entry.

```lean
/-- Each `σx` squares to one, and those of any two sites commute. -/
theorem sigmaX_algebra (i j : ι) :
    sigmaX i * sigmaX i = 1 ∧ Commute (sigmaX i) (sigmaX j) := by
  constructor
  · ext s s'
    have h : flipSpin i (flipSpin i s) = s := by
      funext k
      by_cases hk : k = i <;> simp [flipSpin, hk]
    rw [sigmaX_mul_apply]
    simp [sigmaX, h, Matrix.one_apply, eq_comm]
  · ext s s'
    have h : flipSpin j (flipSpin i s) = flipSpin i (flipSpin j s) := by
      funext k
      simp only [flipSpin]
      split_ifs <;> rfl
    rw [sigmaX_mul_apply, sigmaX_mul_apply]
    simp [sigmaX, h]
```

If $X^2=1$, then $X^{2k}=1$ and $X^{2k+1}=X$, so the exponential series splits:
$$e^{xX} = \sum_k\frac{x^{2k}}{(2k)!}\,1+\sum_k\frac{x^{2k+1}}{(2k+1)!}\,X = \cosh x\;1+\sinh x\;X.$$
The facts `hev` and `hod` simplify the even and odd terms, and `HasSum.even_add_odd` joins the two series.

```lean
/-- The exponential of a matrix that squares to one has a `cosh` and a `sinh` part. -/
theorem exp_involution {n : Type*} [Fintype n] [DecidableEq n] (X : Matrix n n ℝ)
    (h : X * X = 1) (x : ℝ) :
    NormedSpace.exp (x • X) = Real.cosh x • (1 : Matrix n n ℝ) + Real.sinh x • X := by
  have hev : ∀ k : ℕ, ((2 * k).factorial : ℝ)⁻¹ • (x • X) ^ (2 * k)
      = (x ^ (2 * k) / ((2 * k).factorial : ℝ)) • (1 : Matrix n n ℝ) := fun k => by
    rw [smul_pow, pow_mul X, pow_two X, h, one_pow, smul_smul, div_eq_inv_mul]
  have hod : ∀ k : ℕ, ((2 * k + 1).factorial : ℝ)⁻¹ • (x • X) ^ (2 * k + 1)
      = (x ^ (2 * k + 1) / ((2 * k + 1).factorial : ℝ)) • X := fun k => by
    rw [smul_pow, pow_succ X, pow_mul X, pow_two X, h, one_pow, one_mul, smul_smul,
      div_eq_inv_mul]
  rw [NormedSpace.exp_eq_tsum (𝕂 := ℝ)]
  -- even and odd orders are summed separately
  refine (HasSum.even_add_odd (f := fun k : ℕ => (k.factorial : ℝ)⁻¹ • (x • X) ^ k)
    ?_ ?_).tsum_eq
  · simp only [hev]
    exact (Real.hasSum_cosh x).smul_const _
  · simp only [hod]
    exact (Real.hasSum_sinh x).smul_const _
```

Let $G_S = \exp(x\sum_{i\in S}\sigma^x_i)$ for a set of sites $S$. For empty $S$ this is the identity, with elements $\prod_i\delta_{s_i,s'_i}$. Adding a site $a\notin S$ gives, because the flips commute,
$$(G_{S\cup\{a\}})_{s,s'} = \cosh x\,(G_S)_{s,s'}+\sinh x\,(G_S)_{F_as,\,s'}.$$
Site $a$ contributes a Kronecker delta to $G_S$. Only the first term survives if $s_a=s'_a$, and only the second if $s_a\neq s'_a$. The new site thus supplies $\cosh x$ or $\sinh x$, and all other factors stay as they were. In the induction, `hsplit` isolates the factor of site $a$, `p1` and `p2` identify the remaining products, and the last line checks the four values of $(s_a,s'_a)$.

```lean
/-- Matrix elements of the exponential of a transverse field on the sites in `S`: each such site
gives `cosh x` if its spin is kept and `sinh x` if it is reversed; other spins are kept. -/
theorem exp_field_apply (x : ℝ) (S : Finset ι) (s s' : ι → Bool) :
    NormedSpace.exp (x • ∑ i ∈ S, sigmaX i) s s' =
      ∏ i, if s i = s' i then (if i ∈ S then Real.cosh x else 1)
        else (if i ∈ S then Real.sinh x else 0) := by
  induction S using Finset.induction_on generalizing s with
  | empty => simp [Matrix.one_apply, Finset.prod_ite_zero, funext_iff]
  | insert a S ha ih =>
    have hcomm : Commute (x • sigmaX a) (x • ∑ i ∈ S, sigmaX i) :=
      ((Commute.sum_right _ _ _ fun i _ => (sigmaX_algebra a i).2).smul_left x).smul_right x
    rw [Finset.sum_insert ha, smul_add, Matrix.exp_add_of_commute _ _ hcomm,
      exp_involution _ (sigmaX_algebra a a).1, add_mul, Matrix.add_apply, smul_mul_assoc,
      smul_mul_assoc, one_mul, Matrix.smul_apply, Matrix.smul_apply, sigmaX_mul_apply, ih, ih]
    -- split off the new site; the other factors agree
    have hsplit : ∀ f : ι → ℝ, ∏ i, f i = f a * ∏ i ∈ Finset.univ.erase a, f i :=
      fun f => (Finset.mul_prod_erase _ f (Finset.mem_univ a)).symm
    simp only [hsplit]
    have h1 : ∀ i ∈ Finset.univ.erase a, flipSpin a s i = s i := fun i hi => by
      simp [flipSpin, Finset.ne_of_mem_erase hi]
    have p1 : (∏ i ∈ Finset.univ.erase a,
        if flipSpin a s i = s' i then (if i ∈ S then Real.cosh x else 1)
          else (if i ∈ S then Real.sinh x else 0)) =
        ∏ i ∈ Finset.univ.erase a, if s i = s' i then (if i ∈ S then Real.cosh x else 1)
          else (if i ∈ S then Real.sinh x else 0) :=
      Finset.prod_congr rfl fun i hi => by rw [h1 i hi]
    have p2 : (∏ i ∈ Finset.univ.erase a,
        if s i = s' i then (if i ∈ insert a S then Real.cosh x else 1)
          else (if i ∈ insert a S then Real.sinh x else 0)) =
        ∏ i ∈ Finset.univ.erase a, if s i = s' i then (if i ∈ S then Real.cosh x else 1)
          else (if i ∈ S then Real.sinh x else 0) :=
      Finset.prod_congr rfl fun i hi => by simp [Finset.ne_of_mem_erase hi]
    rw [p1, p2]
    cases hs : s a <;> cases s' a <;> simp [flipSpin, hs, ha]
```

## From hyperbolic factors to a classical bond

Since $\sinh2x=2\sinh x\cosh x$, we have $A^2=\sinh x\cosh x$, while $e^{2K}=\cosh x/\sinh x$. Therefore
$$(Ae^{K})^2=\cosh^2x,\qquad (Ae^{-K})^2=\sinh^2x.$$
All quantities are positive for $x>0$, so $Ae^K=\cosh x$ and $Ae^{-K}=\sinh x$. Together these say that $Ae^{Ks_is'_i}$ is the factor found above for a kept or reversed spin.

```lean
/-- For `x > 0` the classical bond weight `A exp(K s s')` is `cosh x` for equal spins and
`sinh x` for opposite spins. -/
theorem bond_weight {x : ℝ} (hx : 0 < x) (a b : Bool) :
    amplitude x * Real.exp (coupling x * (spin a * spin b)) =
      if a = b then Real.cosh x else Real.sinh x := by
  have hs : 0 < Real.sinh x := Real.sinh_pos_iff.2 hx
  have hc : 0 < Real.cosh x := Real.cosh_pos x
  have ht : 0 < Real.tanh x := by rw [Real.tanh_eq_sinh_div_cosh]; positivity
  have hA0 : 0 ≤ amplitude x := Real.sqrt_nonneg _
  have hA : amplitude x ^ 2 = Real.sinh x * Real.cosh x := by
    rw [amplitude, Real.sq_sqrt (by rw [Real.sinh_two_mul]; positivity), Real.sinh_two_mul]
    ring
  have he : Real.exp (coupling x) ^ 2 = Real.cosh x / Real.sinh x := by
    have h : ((2 : ℕ) : ℝ) * coupling x = -Real.log (Real.tanh x) := by
      unfold coupling; push_cast; ring
    rw [← Real.exp_nat_mul, h, Real.exp_neg, Real.exp_log ht, Real.tanh_eq_sinh_div_cosh,
      inv_div]
  have h1 : amplitude x * Real.exp (coupling x) = Real.cosh x := by
    refine (sq_eq_sq₀ (mul_nonneg hA0 (Real.exp_pos _).le) hc.le).1 ?_
    rw [mul_pow, hA, he]
    field_simp
  have h2 : amplitude x * Real.exp (-coupling x) = Real.sinh x := by
    refine (sq_eq_sq₀ (mul_nonneg hA0 (Real.exp_pos _).le) hs.le).1 ?_
    rw [Real.exp_neg, mul_pow, inv_pow, hA, he, inv_div]
    field_simp
  cases a <;> cases b <;> simp [spin, h1, h2]
```

The diagonal exponential multiplies row $s$ by $e^{-\tau E(s)}$. Taking $S$ to be all sites,
$$T_{s,s'} = e^{-\tau E(s)}\prod_iAe^{Ks_is'_i} = A^N\exp\Big(-\tau E(s)+K\sum_is_is'_i\Big).$$

```lean
/-- A matrix element of one Trotter step is `A^N` times the exponential of the energy term of the
row configuration plus its coupling to the column configuration. -/
theorem trotterStep_apply (E : (ι → Bool) → ℝ) (τ : ℝ) {x : ℝ} (hx : 0 < x)
    (s s' : ι → Bool) :
    trotterStep E τ x s s' = amplitude x ^ Fintype.card ι *
      Real.exp (-τ * E s + coupling x * ∑ i, spin (s i) * spin (s' i)) := by
  have hE : NormedSpace.exp ((-τ) • Matrix.diagonal E) =
      Matrix.diagonal fun s => Real.exp (-τ * E s) := by
    rw [← Matrix.diagonal_smul, Matrix.exp_diagonal]
    congr 1
    funext s
    rw [Pi.coe_exp, Real.exp_eq_exp_ℝ]
    rfl
  have hX := exp_field_apply x Finset.univ s s'
  simp only [Finset.mem_univ, if_true, ← bond_weight hx] at hX
  rw [trotterStep, hE, Matrix.diagonal_mul, hX, Real.exp_add, Finset.mul_sum, Real.exp_sum,
    Finset.prod_mul_distrib, Finset.prod_const, Finset.card_univ]
  ring
```

## Closing the paths

For any weight $g$ on the end points of a path,
$$\sum_{c_0,\dots,c_n}\Big(\prod_{l=0}^{n-1}T_{c_l,c_{l+1}}\Big)g(c_0,c_n)=\sum_{a,b}(T^n)_{a,b}\,g(a,b).$$
At $n=0$ both sides are $\sum_a g(a,a)$. For $n+1$ steps, fix the first point $a$ and absorb the first step into a new end-point weight $T_{a,p}\,g(a,q)$. The induction hypothesis and $\sum_pT_{a,p}(T^n)_{p,q}=(T^{n+1})_{a,q}$ then give the claim.

```lean
/-- A sum over all paths of `n` steps, with a weight `g` on the two end points, is a sum over
matrix elements of the `n`-th power. -/
theorem path_sum {S : Type*} [Fintype S] [DecidableEq S] (T : Matrix S S ℝ) (n : ℕ)
    (g : S → S → ℝ) :
    ∑ c : Fin (n + 1) → S, (∏ l : Fin n, T (c l.castSucc) (c l.succ)) * g (c 0) (c (Fin.last n))
      = ∑ a, ∑ b, (T ^ n) a b * g a b := by
  induction n generalizing g with
  | zero =>
    rw [← (Equiv.funUnique (Fin 1) S).symm.sum_comp]
    simp [Matrix.one_apply]
  | succ n ih =>
    rw [← (Fin.consEquiv (fun _ : Fin (n + 2) => S)).sum_comp, Fintype.sum_prod_type]
    refine Finset.sum_congr rfl fun a _ => ?_
    -- the first step is absorbed into the end-point weight
    have h := ih (fun p q => T a p * g a q)
    calc _ = ∑ c : Fin (n + 1) → S, (∏ l : Fin n, T (c l.castSucc) (c l.succ)) *
          (T a (c 0) * g a (c (Fin.last n))) := by
          refine Finset.sum_congr rfl fun c _ => ?_
          rw [Fin.prod_univ_succ]
          change T a (c 0) * (∏ l : Fin n, T (c l.castSucc) (c l.succ)) *
            g a (c (Fin.last n)) = _
          ring
      _ = _ := by
          rw [h, Finset.sum_comm]
          refine Finset.sum_congr rfl fun q _ => ?_
          rw [pow_succ', Matrix.mul_apply, Finset.sum_mul]
          exact Finset.sum_congr rfl fun p _ => by ring
```

Multiplying the elements around a closed path gives $\prod_lT_{c_l,c_{l+1}}=A^{NL}W(c)$, which is `hw`. For a diagonal observable $O$ and $L=n+1$,
$$\operatorname{Tr}(O\,T^{L})=\sum_{a,b}(T^n)_{a,b}\,T_{b,a}\,O(a)=A^{NL}\sum_cO(c_0)\,W(c).$$
The second equality is the path sum with $g(a,b)=T_{b,a}O(a)$: the last step returns to the starting configuration.

```lean
/-- The trace of `L` Trotter steps with a diagonal observable `O` inserted is `A^(NL)` times the
classical sum in which `O` is read off at time slice zero. -/
theorem trace_observable (E O : (ι → Bool) → ℝ) (τ : ℝ) {x : ℝ} (hx : 0 < x)
    (L : ℕ) [NeZero L] :
    (Matrix.diagonal O * trotterStep E τ x ^ L).trace = amplitude x ^ (Fintype.card ι * L) *
      ∑ c : Fin L → ι → Bool, O (c 0) * worldLineWeight E τ x c := by
  -- the weights of the single steps multiply to the weight of the closed world lines
  have hw : ∀ c : Fin L → ι → Bool, ∏ l, trotterStep E τ x (c l) (c (l + 1)) =
      amplitude x ^ (Fintype.card ι * L) * worldLineWeight E τ x c := fun c => by
    simp only [trotterStep_apply E τ hx]
    rw [Finset.prod_mul_distrib, Finset.prod_const, Finset.card_univ, Fintype.card_fin,
      ← pow_mul, ← Real.exp_sum, Finset.sum_add_distrib, ← Finset.mul_sum, ← Finset.mul_sum,
      worldLineWeight]
  have hr : amplitude x ^ (Fintype.card ι * L) *
      ∑ c : Fin L → ι → Bool, O (c 0) * worldLineWeight E τ x c =
      ∑ c : Fin L → ι → Bool, O (c 0) * ∏ l, trotterStep E τ x (c l) (c (l + 1)) := by
    rw [Finset.mul_sum]
    exact Finset.sum_congr rfl fun c _ => by rw [hw]; ring
  rw [hr]
  clear hr hw
  generalize trotterStep E τ x = T
  cases L with
  | zero => exact absurd rfl (NeZero.ne 0)
  | succ n =>
    -- the last step closes the path
    have hc : ∀ c : Fin (n + 1) → ι → Bool, O (c 0) * ∏ l, T (c l) (c (l + 1)) =
        (∏ l : Fin n, T (c l.castSucc) (c l.succ)) * (T (c (Fin.last n)) (c 0) * O (c 0)) :=
      fun c => by
        rw [Fin.prod_univ_castSucc, Fin.last_add_one]
        simp only [Fin.coeSucc_eq_succ]
        ring
    rw [Finset.sum_congr rfl fun c _ => hc c, path_sum T n (fun a b => T b a * O a), pow_succ]
    simp only [Matrix.trace, Matrix.diag_apply, Matrix.diagonal_mul]
    refine Finset.sum_congr rfl fun a _ => ?_
    rw [Matrix.mul_apply, Finset.mul_sum]
    exact Finset.sum_congr rfl fun b _ => by ring
```

Setting $O=1$ gives the stated identity for the trace.

```lean
/-- The trace of `L ≥ 1` Trotter steps of the quantum spins equals `A^(NL)` times the partition sum
of classical spins on `L` periodically coupled time slices. -/
theorem quantum_classical_mapping (E : (ι → Bool) → ℝ) (τ : ℝ) {x : ℝ} (hx : 0 < x)
    (L : ℕ) [NeZero L] :
    (trotterStep E τ x ^ L).trace = amplitude x ^ (Fintype.card ι * L) *
      ∑ c : Fin L → ι → Bool, worldLineWeight E τ x c := by
  simpa using trace_observable E (fun _ => 1) τ hx L
```

In the ratio of the two traces the positive factor $A^{NL}$ cancels:
$$\frac{\operatorname{Tr}(O\,T^L)}{\operatorname{Tr}T^L}=\frac{\sum_cO(c_0)W(c)}{\sum_cW(c)}.$$
A diagonal average at finite time step is thus a classical average of $O$ on slice zero. Observables with off-diagonal elements are not covered.

```lean
/-- The Trotter average of a diagonal observable equals its classical average over world-line
configurations, read off at time slice zero. -/
theorem diagonal_average (E O : (ι → Bool) → ℝ) (τ : ℝ) {x : ℝ} (hx : 0 < x)
    (L : ℕ) [NeZero L] :
    (Matrix.diagonal O * trotterStep E τ x ^ L).trace / (trotterStep E τ x ^ L).trace =
      (∑ c : Fin L → ι → Bool, O (c 0) * worldLineWeight E τ x c) /
        ∑ c : Fin L → ι → Bool, worldLineWeight E τ x c := by
  have hA : 0 < amplitude x :=
    Real.sqrt_pos.2 (div_pos (Real.sinh_pos_iff.2 (by linarith)) two_pos)
  rw [trace_observable E O τ hx L, quantum_classical_mapping E τ hx L,
    mul_div_mul_left _ _ (pow_pos hA _).ne']

end

end TransverseIsingWorldLines
```

```lean
#print axioms TransverseIsingWorldLines.quantum_classical_mapping
-- 'TransverseIsingWorldLines.quantum_classical_mapping' depends on axioms: [propext, Classical.choice, Quot.sound]
#print axioms TransverseIsingWorldLines.diagonal_average
-- 'TransverseIsingWorldLines.diagonal_average' depends on axioms: [propext, Classical.choice, Quot.sound]
```

## One spin and two slices in numbers

Take $N=1$, $L=2$ and $x=\ln2$, so that $\cosh x=5/4$, $\sinh x=3/4$, $A^2=15/16$ and $e^{2K}=5/3$. Choose the energy such that $e^{-\tau E(+)}=2$ and $e^{-\tau E(-)}=1$. In the order $+,-$,
$$T=\begin{pmatrix}5/2&3/2\\3/4&5/4\end{pmatrix},\qquad \operatorname{Tr}T^2=\frac{25}{4}+2\cdot\frac98+\frac{25}{16}=\frac{161}{16}.$$

The classical weights are $4\cdot\frac53=\frac{20}3$ for $(+,+)$, $2\cdot\frac35=\frac65$ for each of $(+,-)$ and $(-,+)$, and $\frac53$ for $(-,-)$. Their sum is $161/15$, and multiplying by $A^{2}=15/16$ gives $161/16$ again.

For the average spin, the two mixed configurations cancel in the numerator, leaving $\frac{20}3-\frac53=5$. The result is $5\cdot15/161=75/161\approx0.466$. The matrix calculation agrees: $(T^2)_{++}-(T^2)_{--}=75/16$, and division by $161/16$ gives the same value.
